# Two resolvents of one Hamiltonian commute, and their difference is proportional to their product

Take one Hamiltonian $H$ and two energies at which it has a resolvent. The two resolvents commute, their difference is their product times an energy difference, and multiplying either one by $H$ gives back only that resolvent and the identity. This holds in any ring, provided the energies are central, meaning that they commute with every element, and the resolvents are two-sided inverses.

For non-interacting electrons in a finite orthonormal basis, $H$ is the one-particle matrix and its resolvent is the Green's matrix. A complex energy $z$ then stands for $z$ times the identity matrix, which is central. An unbounded Hamiltonian, such as a differential operator on a continuum, is not an element of a ring of bounded operators, so carrying the algebra over to it needs a separate argument about domains.

```lean
import Mathlib

open Matrix

namespace ResolventIdentities
```

Write $G$ for the resolvent at $z$ and $G'$ for the one at $w$; the prime is not a derivative. The convention is $G=(z-H)^{-1}$. Texts that use $(H-z)^{-1}$ have the opposite sign. In Lean, `IsResolvent H z G` records both inverse relations, $(z-H)G=1$ and $G(z-H)=1$.

```lean
/-- `G` is the resolvent of `H` at the energy `z`: a two-sided inverse of `z - H`. -/
structure IsResolvent {R : Type*} [Ring R] (H z G : R) : Prop where
  right_inv : (z - H) * G = 1
  left_inv : G * (z - H) = 1
```

## (a) The Hamiltonian times its resolvent

Show that for central $z$
$$HG = GH = zG-1 .$$

Expanding $(z-H)G=1$ gives $zG-HG=1$, which is the first product. Expanding $G(z-H)=1$ gives $Gz-GH=1$, and $Gz=zG$ because $z$ is central.

The hypothesis `hz` expresses centrality. Each `linear_combination` uses one inverse relation, and `noncomm_ring` does the expansion without exchanging factors. The exchange $Gz=zG$ is supplied separately by `(hz G).eq`.

```lean
section Ring

variable {R : Type*} [Ring R] {H z w G G' : R}

/-- Equation of motion: for a central energy `z`, the resolvent satisfies
`H G = z G - 1` and `G H = z G - 1`. -/
theorem equation_of_motion (hz : ∀ a : R, Commute z a) (h : IsResolvent H z G) :
    H * G = z * G - 1 ∧ G * H = z * G - 1 := by
  constructor
  · linear_combination (norm := noncomm_ring) -h.right_inv
  · linear_combination (norm := noncomm_ring) -h.left_inv - (hz G).eq
```

## (b) Resolvents at two energies commute

Show that for central $z$ and $w$
$$GG'=G'G .$$

Put $A=z-H$ and $B=w-H$. Since $z$ and $w$ are central, $AB=BA$. Also $ABG'G=AG=1$, so
$$GG' = GG'(AB)G'G = GG'(BA)G'G = G(G'B)A\,G'G = GA\,G'G = G'G .$$

In the proof `hAB` is $AB=BA$, and the `calc` block follows this chain.

```lean
/-- Resolvents of the same `H` at two central energies commute. -/
theorem resolvents_commute (hz : ∀ a : R, Commute z a) (hw : ∀ a : R, Commute w a)
    (h : IsResolvent H z G) (h' : IsResolvent H w G') : G * G' = G' * G := by
  -- the operators being inverted commute
  have hAB : (z - H) * (w - H) = (w - H) * (z - H) :=
    ((hz (w - H)).sub_left ((hw H).symm.sub_right (Commute.refl H))).eq
  -- both products invert the same operator
  calc G * G' = G * G' * ((z - H) * ((w - H) * G') * G) := by
        rw [h'.right_inv, mul_one, h.right_inv, mul_one]
    _ = G * G' * ((z - H) * (w - H)) * (G' * G) := by simp only [mul_assoc]
    _ = G * (G' * (w - H)) * (z - H) * (G' * G) := by
        rw [hAB]; simp only [mul_assoc]
    _ = G' * G := by rw [h'.left_inv, mul_one, h.left_inv, one_mul]
```

## (c) The difference of two resolvents

Show that
$$G-G'=(w-z)\,GG' .$$

Insert $1=(w-H)G'$ after $G$ and $1=G(z-H)$ before $G'$:
$$G-G' = G(w-H)G'-G(z-H)G' = G(w-z)G' = (w-z)GG' .$$
The Hamiltonian cancels, and centrality moves the energy difference to the front. In the limiting case $w=z$ the right side vanishes and $G=G'$: a resolvent is unique.

The theorem collects this identity with the results of (a) and (b). Its `calc` block makes the two insertions, then cancels $H$.

```lean
/-- Resolvent identities: for resolvents `G`, `G'` of `H` at central energies `z`, `w`,
the difference `G - G'` is `(w - z) G G'`, the two commute, and `H G = G H = z G - 1`. -/
theorem resolvent_identities (hz : ∀ a : R, Commute z a) (hw : ∀ a : R, Commute w a)
    (h : IsResolvent H z G) (h' : IsResolvent H w G') :
    G - G' = (w - z) * (G * G') ∧ G * G' = G' * G ∧
      H * G = z * G - 1 ∧ G * H = z * G - 1 := by
  refine ⟨?_, resolvents_commute hz hw h h', equation_of_motion hz h⟩
  -- insert `1 = (w - H) G'` and `1 = G (z - H)`; the Hamiltonian cancels
  calc G - G' = G * ((w - H) * G') - (G * (z - H)) * G' := by
        rw [h'.right_inv, h.left_inv, mul_one, one_mul]
    _ = (G * (w - z)) * G' := by noncomm_ring
    _ = (w - z) * (G * G') := by
        rw [← ((hw G).sub_left (hz G)).eq, mul_assoc]
```

## (d) Recognising a resolvent from the identity

Let $G$ be the resolvent at $z$, with $z$ and $w$ central, and let $G'$ now be any ring element. Show that
$$G'\text{ is the resolvent of }H\text{ at }w \iff G-G'=(w-z)GG'\ \text{and}\ GG'=G'G .$$

The forward direction is (b) and (c). For the converse, multiply the identity by $z-H$ from the left:
$$1-(z-H)G'=(w-z)G' ,$$
which rearranges to $(w-H)G'=1$. Multiplying from the right, and using $GG'=G'G$ to bring $G$ next to $z-H$, gives
$$1-G'(z-H)=(w-z)G' ,$$
hence $G'(w-H)=1$. The two equations named `e` in the proof are these two products.

```lean
/-- Let `G` be the resolvent of `H` at `z`, with `z` and `w` central. Then `G'` is the resolvent
of the same `H` at `w` exactly when `G - G' = (w - z) G G'` and `G`, `G'` commute. -/
theorem isResolvent_iff (hz : ∀ a : R, Commute z a) (hw : ∀ a : R, Commute w a)
    (h : IsResolvent H z G) :
    IsResolvent H w G' ↔ G - G' = (w - z) * (G * G') ∧ G * G' = G' * G := by
  have hc : ∀ a : R, Commute (w - z) a := fun a => (hw a).sub_left (hz a)
  constructor
  · intro h'
    exact ⟨(resolvent_identities hz hw h h').1, resolvents_commute hz hw h h'⟩
  · rintro ⟨h1, h2⟩
    constructor
    · -- multiply the identity by `z - H` from the left
      have e : (z - H) * (G - G') = (w - z) * ((z - H) * G) * G' := by
        rw [h1, ← mul_assoc, ← (hc (z - H)).eq]
        simp only [mul_assoc]
      rw [h.right_inv, mul_one, mul_sub, h.right_inv] at e
      linear_combination (norm := noncomm_ring) -e
    · -- multiply the identity by `z - H` from the right
      have e : (G - G') * (z - H) = (w - z) * G' * (G * (z - H)) := by
        rw [h1, h2]
        simp only [mul_assoc]
      rw [h.left_inv, mul_one, sub_mul G G', h.left_inv] at e
      linear_combination (norm := noncomm_ring) -e - (hc G').eq
```

## (e) Expansion about a nearby energy

Show that for every natural number $n$
$$G'=\sum_{k=0}^{n-1}(z-w)^kG^{k+1}+(z-w)^nG^nG' .$$

Rewrite (c) as $G'=G+(z-w)GG'$. For $n=0$ the sum is empty and the claim reads $G'=G'$. Substituting the rewritten identity for $G'$ in the remainder gives
$$(z-w)^nG^nG'=(z-w)^nG^{n+1}+(z-w)^{n+1}G^{n+1}G' ,$$
which adds the next term and leaves the next remainder. Lean does the same induction, with `step` for the rewritten identity and `key` for the last display.

In a matrix calculation, one factorisation of $z-H$ serves for $G'b$ at a nearby $w$. Start from $x_0=b$, solve $(z-H)x_{k+1}=x_k$ repeatedly, and add up $(z-w)^kx_{k+1}$. The neglected remainder tends to zero when $|z-w|\,\|G\|<1$.

```lean
/-- The resolvent at a central energy `w`, expanded to `n` terms in powers of the resolvent at
a central energy `z`, with the exact remainder `(z - w)^n G^n G'`. -/
theorem resolvent_expansion (hz : ∀ a : R, Commute z a) (hw : ∀ a : R, Commute w a)
    (h : IsResolvent H z G) (h' : IsResolvent H w G') (n : ℕ) :
    G' = ∑ k ∈ Finset.range n, (z - w) ^ k * G ^ (k + 1) + (z - w) ^ n * (G ^ n * G') := by
  have hc : ∀ a : R, Commute (z - w) a := fun a => (hz a).sub_left (hw a)
  have step : G' = G + (z - w) * (G * G') := by
    linear_combination (norm := noncomm_ring) -(resolvent_identities hz hw h h').1
  induction n with
  | zero => simp
  | succ n ih =>
    -- apply the resolvent identity once more inside the remainder
    have key : (z - w) ^ n * (G ^ n * G') =
        (z - w) ^ n * G ^ (n + 1) + (z - w) ^ (n + 1) * (G ^ (n + 1) * G') := by
      calc (z - w) ^ n * (G ^ n * G')
          = (z - w) ^ n * (G ^ n * (G + (z - w) * (G * G'))) := by rw [← step]
        _ = (z - w) ^ n * (G ^ n * G) + (z - w) ^ n * ((G ^ n * (z - w)) * (G * G')) := by
            simp only [mul_add, mul_assoc]
        _ = _ := by
            rw [← (hc (G ^ n)).eq]
            simp only [pow_succ, mul_assoc]
    rw [Finset.sum_range_succ, add_assoc, ← key]
    exact ih
```

## (f) The adjoint of a resolvent

In a ring with an adjoint operation $*$, let $H^*=H$. Show that
$$(z^*-H)G^*=1=G^*(z^*-H) .$$

The adjoint reverses products, so $G(z-H)=1$ becomes the first equation and $(z-H)G=1$ becomes the second. For matrices, `star` is the conjugate transpose, and the result links the retarded resolvent at $E+i\eta$ with the advanced one at $E-i\eta$, for real $E$ and $\eta>0$. Centrality of $z$ is not needed here.

```lean
/-- For self-adjoint `H`, the adjoint of the resolvent at `z` is the resolvent at the
adjoint energy. -/
theorem isResolvent_star [StarRing R] (hH : star H = H) (h : IsResolvent H z G) :
    IsResolvent H (star z) (star G) := by
  constructor
  · have e := congrArg star h.left_inv
    rwa [star_mul, star_sub, hH, star_one] at e
  · have e := congrArg star h.right_inv
    rwa [star_mul, star_sub, hH, star_one] at e

end Ring
```

## (g) The Ward identity for a Hermitian matrix

Let $H$ be a finite Hermitian matrix with resolvent $G$ at the complex energy $z$. Show that for each index $i$
$$\operatorname{Im}z\,\sum_j|G_{ij}|^2=-\operatorname{Im}G_{ii} .$$

By (f), $G^\dagger$ is the resolvent at $\bar z$, so (c) with $w=\bar z$ reads $G-G^\dagger=(\bar z-z)GG^\dagger$. Its diagonal entry is
$$2i\operatorname{Im}G_{ii}=-2i\operatorname{Im}z\,\sum_j|G_{ij}|^2 .$$

For a single level $\varepsilon$, $G=1/(z-\varepsilon)$ and both sides equal $\operatorname{Im}z/|z-\varepsilon|^2$. For non-interacting electrons at $z=E+i\eta$, the broadened local density of states $-\operatorname{Im}G_{ii}/\pi$ is therefore $\eta/\pi$ times the squared norm of row $i$ of $G$.

In Lean `n` is now the finite index set. The proof obtains the matrix identity as `e`, evaluates the diagonal of $GG^\dagger$ in `hd`, and takes imaginary parts in `e2`.

```lean
/-- Ward identity: for a Hermitian matrix `H` with resolvent `G` at the complex energy `z`,
`Im z` times the sum of `|G i j|²` over `j` equals `-Im (G i i)`. -/
theorem ward_identity {n : Type*} [Fintype n] [DecidableEq n] {H G : Matrix n n ℂ} {z : ℂ}
    (hH : H.IsHermitian) (h : IsResolvent H (z • (1 : Matrix n n ℂ)) G) (i : n) :
    z.im * ∑ j, ‖G i j‖ ^ 2 = -(G i i).im := by
  have hcen : ∀ (c : ℂ) (A : Matrix n n ℂ), Commute (c • (1 : Matrix n n ℂ)) A :=
    fun c A => (Commute.one_left A).smul_left c
  have hs : star (z • (1 : Matrix n n ℂ)) = star z • (1 : Matrix n n ℂ) := by
    rw [star_smul, star_one]
  have h' := isResolvent_star hH.eq h
  rw [hs] at h'
  -- the resolvent identity between `z` and its conjugate
  have e : G - star G = (star z - z) • (G * star G) := by
    rw [(resolvent_identities (hcen z) (hcen (star z)) h h').1, ← sub_smul,
      smul_mul_assoc, one_mul]
  have hd : (G * star G) i i = ((∑ j, ‖G i j‖ ^ 2 : ℝ) : ℂ) := by
    rw [Matrix.mul_apply, Complex.ofReal_sum]
    refine Finset.sum_congr rfl fun j _ => ?_
    rw [Matrix.star_apply, Complex.star_def, Complex.mul_conj, Complex.normSq_eq_norm_sq]
  -- imaginary part of the diagonal entry
  have e2 := congrArg Complex.im (congrFun (congrFun e i) i)
  rw [Matrix.sub_apply, Matrix.smul_apply, hd, Matrix.star_apply, smul_eq_mul,
    Complex.im_mul_ofReal] at e2
  simp only [Complex.sub_im, Complex.star_def, Complex.conj_im] at e2
  linear_combination e2 / 2
```

## (h) Two coupled levels

Two levels at zero energy have coupling $t$. Show that for $z^2\neq t^2$
$$H=\begin{pmatrix}0&t\\t&0\end{pmatrix},\qquad G=\frac{1}{z^2-t^2}\begin{pmatrix}z&t\\t&z\end{pmatrix}$$
satisfy the definition of a resolvent, with the scalar matrix $z$ central.

Scalar matrices commute with all matrices. Direct multiplication gives
$$\begin{pmatrix}z&-t\\-t&z\end{pmatrix}\begin{pmatrix}z&t\\t&z\end{pmatrix}=(z^2-t^2)\,1 ,$$
and the same in the other order; these are `h1` and `h2`. The condition says that $z$ is not one of the eigenvalues $\pm t$. Lean allows complex $t$; the matrix is Hermitian, as (g) requires, when $t$ is real.

```lean
/-- Two levels at zero energy with coupling `t`: for `z² ≠ t²` the scalar matrix `z` is central
and the resolvent at `z` is the matrix with rows `(z, t)` and `(t, z)`, divided by `z² - t²`. -/
theorem isResolvent_witness (z t : ℂ) (hzt : z ^ 2 ≠ t ^ 2) :
    (∀ A : Matrix (Fin 2) (Fin 2) ℂ, Commute (z • (1 : Matrix (Fin 2) (Fin 2) ℂ)) A) ∧
      IsResolvent !![0, t; t, 0] (z • (1 : Matrix (Fin 2) (Fin 2) ℂ))
        ((z ^ 2 - t ^ 2)⁻¹ • !![z, t; t, z]) := by
  have hne : z ^ 2 - t ^ 2 ≠ 0 := sub_ne_zero.mpr hzt
  have hM : z • (1 : Matrix (Fin 2) (Fin 2) ℂ) - !![0, t; t, 0] = !![z, -t; -t, z] := by
    ext i j
    fin_cases i <;> fin_cases j <;> simp
  have h1 : !![z, -t; -t, z] * !![z, t; t, z]
      = (z ^ 2 - t ^ 2) • (1 : Matrix (Fin 2) (Fin 2) ℂ) := by
    ext i j
    fin_cases i <;> fin_cases j <;> simp [Matrix.mul_apply, Fin.sum_univ_succ] <;> ring
  have h2 : !![z, t; t, z] * !![z, -t; -t, z]
      = (z ^ 2 - t ^ 2) • (1 : Matrix (Fin 2) (Fin 2) ℂ) := by
    ext i j
    fin_cases i <;> fin_cases j <;> simp [Matrix.mul_apply, Fin.sum_univ_succ] <;> ring
  refine ⟨fun A => (Commute.one_left A).smul_left z, ?_, ?_⟩
  · rw [hM, mul_smul_comm, h1, smul_smul, inv_mul_cancel₀ hne, one_smul]
  · rw [hM, smul_mul_assoc, h2, smul_smul, inv_mul_cancel₀ hne, one_smul]

end ResolventIdentities
```

```lean
#print axioms ResolventIdentities.resolvents_commute
#print axioms ResolventIdentities.isResolvent_iff
#print axioms ResolventIdentities.resolvent_expansion
#print axioms ResolventIdentities.ward_identity
```

```
'ResolventIdentities.resolvents_commute' depends on axioms: [propext]
'ResolventIdentities.isResolvent_iff' depends on axioms: [propext]
'ResolventIdentities.resolvent_expansion' depends on axioms: [propext, Classical.choice, Quot.sound]
'ResolventIdentities.ward_identity' depends on axioms: [propext, Classical.choice, Quot.sound]
```
